# Averaging a real matrix along its wrapped diagonals gives a circulant matrix whose plane-wave eigenvalues are the Rayleigh quotients of the original

Let `A` be a real matrix, not necessarily symmetric, indexed by the sites of a finite periodic grid, or more generally by a finite abelian group `G`. Replacing each entry by the mean of its wrapped diagonal, on which the difference i − j is constant, gives a circulant matrix. The theorem `optimalCirculant_planeWave` says that every plane wave χ, an additive character of `G`, is an eigenvector of this circulant, with eigenvalue ∑ᵢⱼ χ(i)* Aᵢⱼ χ(j) / |G|. The wave is unnormalised, with squared norm |G|, so this is the Rayleigh quotient of `A` in χ. The proof sums the numerator one wrapped diagonal at a time, to get |G| times the sum over k of the diagonal's mean times χ(−k), and then compares the two sides of the eigenvalue equation at each site.

This version doesn't compile in Lean 4 with Mathlib:

```lean
import Mathlib

open Matrix ComplexConjugate

namespace OptimalCirculantPlaneWave

noncomputable section

variable {G : Type*} [AddCommGroup G] [Fintype G]

/-- The mean of the entries of `A` on the wrapped diagonal `i - j = k`. For `G = ZMod n` the
difference is taken modulo `n`; for a product of such groups the sites form a periodic grid. -/
def wrappedMean (A : Matrix G G ℝ) (k : G) : ℝ :=
  (∑ j, A (j + k) j) / Fintype.card G

/-- The circulant matrix whose entry at `(i, j)` is the mean of `A` over the wrapped diagonal
through `(i, j)`. -/
def optimalCirculant (A : Matrix G G ℝ) : Matrix G G ℝ :=
  circulant (wrappedMean A)

/-- A sum over all matrix positions can be taken one wrapped diagonal at a time. -/
theorem sum_diagonals {R : Type*} [AddCommMonoid R] (f : G → G → R) :
    ∑ i, ∑ j, f i j = ∑ k, ∑ j, f (j + k) j :=
  calc ∑ i, ∑ j, f i j = ∑ j, ∑ i, f i j := Finset.sum_comm
    _ = ∑ j, ∑ k, f (j + k) j := Finset.sum_congr rfl fun j _ =>
        (Equiv.sum_comp (Equiv.addLeft j) (fun i => f i j)).symm
    _ = ∑ k, ∑ j, f (j + k) j := Finset.sum_comm

/-- The number of sites times the mean of a wrapped diagonal is the sum of its entries. -/
theorem card_mul_wrappedMean (A : Matrix G G ℝ) (k : G) :
    (Fintype.card G : ℝ) * wrappedMean A k = ∑ j, A (j + k) j := by
  have hn : (Fintype.card G : ℝ) ≠ 0 := Nat.cast_ne_zero.mpr Fintype.card_ne_zero
  unfold wrappedMean
  field_simp

/-- Every plane wave `χ` on the periodic grid is an eigenvector of the optimal circulant, and
its eigenvalue is the Rayleigh quotient of `A` in that wave. -/
theorem optimalCirculant_planeWave (A : Matrix G G ℝ) (χ : AddChar G ℂ) :
    (optimalCirculant A).map (fun a => (a : ℂ)) *ᵥ (fun i => χ i) =
      ((∑ i, ∑ j, conj (χ i) * (A i j : ℂ) * χ j) / (Fintype.card G : ℂ)) •
        (fun i => χ i) := by
  have hn : (Fintype.card G : ℂ) ≠ 0 := Nat.cast_ne_zero.mpr Fintype.card_ne_zero
  have h1 : ∑ i, ∑ j, conj (χ i) * (A i j : ℂ) * χ j =
      ∑ k, (Fintype.card G : ℂ) * (wrappedMean A k : ℂ) * χ (-k) := by
    refine (sum_diagonals _).trans (Finset.sum_congr rfl fun k _ => ?_)
    have hm : (Fintype.card G : ℂ) * (wrappedMean A k : ℂ) = ∑ j, (A (j + k) j : ℂ) := by
      exact_mod_cast card_mul_wrappedMean A k
    rw [hm, Finset.sum_mul]
    refine Finset.sum_congr rfl fun j _ => ?_
    have hk : -k = -(j + k) + j := by abel
    rw [hk, AddChar.map_add_eq_mul, AddChar.map_neg_eq_conj]
    ring
  funext i
  simp only [Matrix.mulVec, dotProduct, Pi.smul_apply, smul_eq_mul, Matrix.map_apply]
  rw [h1, ← Equiv.sum_comp (Equiv.subLeft i)
    (fun j => ((optimalCirculant A i j : ℝ) : ℂ) * χ j), Finset.sum_div, Finset.sum_mul]
  refine Finset.sum_congr rfl fun k _ => ?_
  simp only [Equiv.subLeft_apply, optimalCirculant, circulant_apply, sub_sub_cancel]
  rw [sub_eq_add_neg, AddChar.map_add_eq_mul]
  field_simp

end

end OptimalCirculantPlaneWave
```

The compiler's answer:

```
Main.lean:51:36: error: Tactic `rewrite` failed: Did not find an occurrence of the pattern
  ?ψ (-?x)
in the target expression
  (starRingEnd ℂ) (χ j * χ k) * ↑(A (j + k) j) * χ j = ↑(A (j + k) j) * χ (-(j + k) + j)

G : Type u_1
inst✝¹ : AddCommGroup G
inst✝ : Fintype G
A : Matrix G G ℝ
χ : AddChar G ℂ
hn : ↑(Fintype.card G) ≠ 0
k : G
x✝¹ : k ∈ Finset.univ
hm : ↑(Fintype.card G) * ↑(wrappedMean A k) = ∑ j, ↑(A (j + k) j)
j : G
x✝ : j ∈ Finset.univ
hk : -k = -(j + k) + j
⊢ (starRingEnd ℂ) (χ j * χ k) * ↑(A (j + k) j) * χ j = ↑(A (j + k) j) * χ (-(j + k) + j)

Note: The target expression is not type-correct under the `implicit` transparency level, which may have triggered the failure. This is usually caused by unfolding of semireducible definitions in prior tactic steps. Use `set_option linter.tacticCheckInstances true` to investigate the source of the issue.
Full error:
  function expected
    A (j + k)
```

What went wrong. The error says that `AddChar.map_neg_eq_conj` found no character applied to a negated argument. The step before it had split the wrong sum. Given no arguments, `AddChar.map_add_eq_mul` matched `χ (j + k)` on the left and turned it into `χ j * χ k`. The intended term, `χ (-(j + k) + j)` on the right, stayed whole, and its argument is a sum, not a negation.

The repair proves the needed identity separately, as `hχ`. There `AddChar.map_add_eq_mul` is given `χ`, `-(j + k)` and `j`, so it can only split the intended term. This exposes `χ (-(j + k))`, which `AddChar.map_neg_eq_conj` turns into the conjugate of `χ (j + k)`. Rewriting the main goal with `hχ` then leaves both sides with the same factors, and `ring` reorders them.

The note adds that the goal applies the matrix `A` as a function, which does not type-check unless `Matrix` is unfolded. Lean offers this only as a possible cause. The missing negation already explains the failure, and the repaired proof still rewrites a goal containing `A (j + k) j`.

After these edits no error is left:

```diff
@@ -49,5 +49,7 @@
     refine Finset.sum_congr rfl fun j _ => ?_
     have hk : -k = -(j + k) + j := by abel
-    rw [hk, AddChar.map_add_eq_mul, AddChar.map_neg_eq_conj]
+    have hχ : χ (-k) = conj (χ (j + k)) * χ j := by
+      rw [hk, AddChar.map_add_eq_mul χ (-(j + k)) j, AddChar.map_neg_eq_conj]
+    rw [hχ]
     ring
   funext i
```
